# A Localised State Has a Momentum Component of No Higher Energy

Let a Hermitian $H$ commute with a unitary translation $T$ satisfying $T^N=1$, $N\ge 1$, and let $\psi$ be a unit vector. For $0\le k<N$ define

$$\phi_k=P_k\psi,\qquad P_k=\frac1N\sum_{j=0}^{N-1}\omega_k^{-j}\,T^j,\qquad \omega_k=e^{2\pi i k/N}.$$

Then some $k$ has $\phi_k\neq 0$, $T\phi_k=\omega_k\phi_k$ and $\langle\phi_k,H\phi_k\rangle\le\langle\psi,H\psi\rangle\,\|\phi_k\|^2$. After normalisation, this Bloch state has a mean energy no higher than that of $\psi$.

In a polaron problem, $\psi$ can be a self-trapped trial state that breaks translation symmetry. For a fixed, translation-invariant linear Hamiltonian on a finite ring, projecting such a state restores the symmetry without raising the energy, provided that $k$ is chosen suitably.

## Energies add up over momenta

**Bloch property.** Applying $T$ shifts the sum:

$$TP_k=\omega_k\,\frac1N\sum_{j=0}^{N-1}\omega_k^{-(j+1)}T^{j+1}=\omega_kP_k,$$

because the term with exponent $N$ equals the one with exponent $0$.

**Completeness.** In $\sum_kP_k=\frac1N\sum_j\big(\sum_k\omega_k^{-j}\big)T^j$ the bracket is $N$ for $j=0$. For $0<j<N$ it is a geometric sum with ratio $r=e^{-2\pi ij/N}\ne1$ and $r^N=1$, so it vanishes. Hence $\sum_kP_k=1$.

**Orthogonality.** Since $T$ preserves inner products,

$$\langle P_kx,P_ly\rangle=\langle TP_kx,TP_ly\rangle=\omega_k^*\omega_l\,\langle P_kx,P_ly\rangle .$$

For $k\ne l$ the factor differs from 1, so the overlap is zero.

**Sum rules.** $H$ commutes with every $P_k$, so

$$\langle\psi,H\psi\rangle=\sum_{k,l}\langle P_k\psi,P_lH\psi\rangle=\sum_k\langle\phi_k,H\phi_k\rangle .$$

Taking $H=1$ gives $\sum_k\|\phi_k\|^2=1$.

**Choice of $k$.** Put $d_k=\langle\phi_k,H\phi_k\rangle-\langle\psi,H\psi\rangle\|\phi_k\|^2$. These numbers are real and sum to zero. If one is nonzero, some $d_k$ is negative, and then $\phi_k\neq0$. If all vanish, any nonzero $\phi_k$ will do, and one exists because the weights sum to 1.

In the smallest case, $N=1$, we have $T=1$ and $\phi_0=\psi$, and the inequality is an equality.

## Translations and projections in Lean

The state space `E` is a complex inner product space of any dimension, and it need not be complete. With quantum phonons the Hamiltonian is unbounded and is not defined on the whole Hilbert space; `E` then stands for a subspace that contains $\psi$ and that $H$ and $T$ map into itself.

```lean
import Mathlib

open Finset
open scoped ComplexOrder

namespace PolaronMomentumProjection

noncomputable section

variable {E : Type*} [NormedAddCommGroup E] [InnerProductSpace ℂ E]
```

The structure below describes $T$. Preserving inner products and having $T^N=1$ together make it unitary. In an electron–phonon model, $T$ must move the electron and the lattice distortion together; a Hamiltonian with a frozen distortion generally does not commute with translation.

```lean
/-- A translation on a ring of `N ≥ 1` cells: it preserves inner products, and `N` steps
lead back to the start. -/
structure IsLatticeTranslation (N : ℕ) (T : E →ₗ[ℂ] E) : Prop where
  pos : 0 < N
  inner_map : ∀ x y, inner ℂ (T x) (T y) = inner ℂ x y
  pow_eq_one : T ^ N = 1
```

The label $k$ is fixed by the eigenvalue $\omega_k$ of $T$, called `blochPhase N k`. Whether it corresponds to wavevector $+2\pi k/N$ or $-2\pi k/N$ per cell depends on the direction in which $T$ translates.

```lean
/-- The Bloch phase `exp(2πik/N)` of crystal momentum `k`, for `N ≥ 1`. -/
def blochPhase (N k : ℕ) : ℂ := Complex.exp (2 * Real.pi * Complex.I * k / N)
```

`momentumProj N T k` is $P_k$, so its values are unnormalised.

```lean
/-- The momentum projection `(1/N) ∑ⱼ exp(-2πijk/N) Tʲ`, with `0 ≤ j < N` and `N ≥ 1`. -/
def momentumProj (N : ℕ) (T : E →ₗ[ℂ] E) (k : ℕ) : E →ₗ[ℂ] E :=
  (1 / N : ℂ) • ∑ j ∈ range N,
    Complex.exp (-(2 * Real.pi * Complex.I * j * k / N)) • T ^ j
```

The next lemma rewrites the exponential weights as powers $\omega_k^{-j}$.

```lean
/-- The weights in the momentum projection are powers of the inverse Bloch phase. -/
theorem momentumProj_eq (N : ℕ) (T : E →ₗ[ℂ] E) (k : ℕ) :
    momentumProj N T k =
      (1 / N : ℂ) • ∑ j ∈ range N, ((blochPhase N k)⁻¹) ^ j • T ^ j := by
  unfold momentumProj
  congr 1
  refine sum_congr rfl fun j _ => ?_
  congr 1
  rw [blochPhase, ← Complex.exp_neg, ← Complex.exp_nat_mul]
  congr 1
  ring
```

In the Bloch property, `key` is the cyclic shift of the sum, and `hstep` extracts the factor $\omega_k$.

```lean
/-- Translation by one cell multiplies each momentum component, which may be zero, by `exp(2πik/N)`.
-/
theorem translation_mul_momentumProj {N : ℕ} {T : E →ₗ[ℂ] E}
    (hT : IsLatticeTranslation N T) (k : ℕ) :
    T * momentumProj N T k = blochPhase N k • momentumProj N T k := by
  have hN : (N : ℂ) ≠ 0 := Nat.cast_ne_zero.2 hT.pos.ne'
  have hw : blochPhase N k ≠ 0 := Complex.exp_ne_zero _
  have hwN : blochPhase N k ^ N = 1 := by
    rw [blochPhase, ← Complex.exp_nat_mul, ← Complex.exp_nat_mul_two_pi_mul_I k]
    congr 1
    field_simp
  -- a cyclic sum does not change when its index is shifted
  have key : ∀ f : ℕ → (E →ₗ[ℂ] E), f N = f 0 →
      ∑ j ∈ range N, f (j + 1) = ∑ j ∈ range N, f j := by
    intro f hf
    have h := sum_range_succ' f N
    rw [sum_range_succ, hf] at h
    exact (add_right_cancel h).symm
  have hk : ∑ j ∈ range N, ((blochPhase N k)⁻¹) ^ (j + 1) • T ^ (j + 1) =
      ∑ j ∈ range N, ((blochPhase N k)⁻¹) ^ j • T ^ j :=
    key (fun j => ((blochPhase N k)⁻¹) ^ j • T ^ j) (by simp [hwN, hT.pow_eq_one])
  have hstep : T * ∑ j ∈ range N, ((blochPhase N k)⁻¹) ^ j • T ^ j =
      blochPhase N k • ∑ j ∈ range N, ((blochPhase N k)⁻¹) ^ j • T ^ j := by
    rw [mul_sum, ← hk, smul_sum]
    refine sum_congr rfl fun j _ => ?_
    rw [mul_smul_comm, smul_smul, ← pow_succ' T, pow_succ' ((blochPhase N k)⁻¹),
      ← mul_assoc, mul_inv_cancel₀ hw, one_mul]
  rw [momentumProj_eq, mul_smul_comm, hstep]
  exact smul_comm _ _ _
```

For completeness, `hz` evaluates the geometric sum, using that $e^{-2\pi i/N}$ is a primitive $N$-th root of unity. Only $j=0$ survives.

```lean
/-- For `N ≥ 1`, the components with `0 ≤ k < N` of any vector add up to the vector itself. -/
theorem sum_momentumProj {N : ℕ} (hN : 0 < N) (T : E →ₗ[ℂ] E) :
    ∑ k ∈ range N, momentumProj N T k = 1 := by
  have hζ := (Complex.isPrimitiveRoot_exp N hN.ne').inv
  -- the phases of a nontrivial translation cancel in the sum over momenta
  have hz : ∀ j ∈ range N, j ≠ 0 → ∑ k ∈ range N, ((blochPhase N k)⁻¹) ^ j = 0 := by
    intro j hj hj0
    have h1 : (Complex.exp (2 * Real.pi * Complex.I / N))⁻¹ ^ j ≠ 1 := fun h =>
      absurd (Nat.le_of_dvd (Nat.pos_of_ne_zero hj0) (hζ.dvd_of_pow_eq_one j h))
        (not_le_of_gt (mem_range.1 hj))
    have h2 : ∀ k, ((blochPhase N k)⁻¹) ^ j =
        ((Complex.exp (2 * Real.pi * Complex.I / N))⁻¹ ^ j) ^ k := by
      intro k
      rw [← pow_mul, mul_comm j k, pow_mul, inv_pow _ k, ← Complex.exp_nat_mul, blochPhase]
      congr 3
      ring
    rw [sum_congr rfl fun k _ => h2 k, geom_sum_eq h1, ← pow_mul, mul_comm j N, pow_mul,
      hζ.pow_eq_one, one_pow, sub_self, zero_div]
  have h : ∑ j ∈ range N, ∑ k ∈ range N, ((blochPhase N k)⁻¹) ^ j • T ^ j =
      (N : ℂ) • (1 : E →ₗ[ℂ] E) := by
    rw [sum_eq_single_of_mem 0 (mem_range.2 hN)]
    · rw [← sum_smul]
      simp
    · intro j hj hj0
      rw [← sum_smul, hz j hj hj0, zero_smul]
  simp only [momentumProj_eq]
  rw [← smul_sum, sum_comm, h, smul_smul, one_div,
    inv_mul_cancel₀ (Nat.cast_ne_zero.2 hN.ne'), one_smul]
```

Orthogonality is proved by contradiction: a nonzero overlap could be cancelled, which would force $\omega_k=\omega_l$ and hence $k=l$.

```lean
/-- For a lattice translation `T`, components with different crystal momenta `k, l < N` are
orthogonal. -/
theorem inner_momentumProj_eq_zero {N : ℕ} {T : E →ₗ[ℂ] E}
    (hT : IsLatticeTranslation N T) {k l : ℕ} (hk : k < N) (hl : l < N) (hkl : k ≠ l)
    (x y : E) : inner ℂ (momentumProj N T k x) (momentumProj N T l y) = 0 := by
  have hpow : ∀ m, blochPhase N m = Complex.exp (2 * Real.pi * Complex.I / N) ^ m := by
    intro m
    rw [blochPhase, ← Complex.exp_nat_mul]
    congr 1
    ring
  have hnorm : ‖blochPhase N k‖ = 1 := by
    have h : blochPhase N k =
        Complex.exp (((2 * Real.pi * k / N : ℝ) : ℂ) * Complex.I) := by
      unfold blochPhase
      congr 1
      push_cast
      ring
    rw [h, Complex.norm_exp_ofReal_mul_I]
  have hc : starRingEnd ℂ (blochPhase N k) * blochPhase N k = 1 := by
    rw [Complex.conj_mul', hnorm]
    simp
  have hB : ∀ m z, T (momentumProj N T m z) = blochPhase N m • momentumProj N T m z :=
    fun m z => LinearMap.congr_fun (translation_mul_momentumProj hT m) z
  have h := hT.inner_map (momentumProj N T k x) (momentumProj N T l y)
  rw [hB, hB, inner_smul_left, inner_smul_right] at h
  by_contra hz
  -- a nonzero overlap would force the two Bloch phases to agree
  have h1 : starRingEnd ℂ (blochPhase N k) * blochPhase N l = 1 :=
    mul_right_cancel₀ hz (by linear_combination h)
  have h2 := mul_left_cancel₀ (left_ne_zero_of_mul_eq_one hc) (hc.trans h1.symm)
  rw [hpow, hpow] at h2
  exact hkl ((Complex.isPrimitiveRoot_exp N hT.pos.ne').pow_inj hk hl h2)
```

## From the sum rules to a lower energy

In the energy sum rule, `hres` inserts completeness and `hcomm` moves $H$ through $P_k$. The `calc` block then expands the double sum and keeps its diagonal. Hermiticity is not needed here.

```lean
/-- For an operator that commutes with the translation, the expectation value in a state is
the sum of those in its unnormalised momentum components. -/
theorem sum_expectation {N : ℕ} {T H : E →ₗ[ℂ] E} (hT : IsLatticeTranslation N T)
    (hHT : Commute H T) (ψ : E) :
    ∑ k ∈ range N, inner ℂ (momentumProj N T k ψ) (H (momentumProj N T k ψ)) =
      inner ℂ ψ (H ψ) := by
  have hres : ∀ x, ∑ k ∈ range N, momentumProj N T k x = x := by
    intro x
    have h := LinearMap.congr_fun (sum_momentumProj hT.pos T) x
    simpa [LinearMap.sum_apply] using h
  have hcomm : ∀ k, H (momentumProj N T k ψ) = momentumProj N T k (H ψ) := by
    intro k
    have h : Commute H (momentumProj N T k) :=
      (Commute.sum_right _ _ _ fun j _ => (hHT.pow_right j).smul_right _).smul_right _
    exact LinearMap.congr_fun h.eq ψ
  symm
  calc inner ℂ ψ (H ψ)
      = inner ℂ (∑ k ∈ range N, momentumProj N T k ψ)
          (∑ l ∈ range N, momentumProj N T l (H ψ)) := by rw [hres, hres]
    _ = ∑ k ∈ range N, ∑ l ∈ range N,
          inner ℂ (momentumProj N T k ψ) (momentumProj N T l (H ψ)) := by
        rw [sum_inner]
        simp only [inner_sum]
    _ = _ := sum_congr rfl fun k hk => by
        rw [sum_eq_single_of_mem k hk fun l hl hlk =>
          inner_momentumProj_eq_zero hT (mem_range.1 hk) (mem_range.1 hl) hlk.symm _ _,
          hcomm]
```

The weights follow by setting $H=1$.

```lean
/-- For a lattice translation `T`, the squared norms of the momentum components of a vector add up
to the squared norm of the vector. -/
theorem sum_norm_sq {N : ℕ} {T : E →ₗ[ℂ] E} (hT : IsLatticeTranslation N T) (ψ : E) :
    ∑ k ∈ range N, ‖momentumProj N T k ψ‖ ^ 2 = ‖ψ‖ ^ 2 := by
  have hn : ∀ x : E, (inner ℂ x x).re = ‖x‖ ^ 2 := fun x => inner_self_eq_norm_sq (𝕜 := ℂ) x
  have h := congrArg Complex.re (sum_expectation hT (Commute.one_left T) ψ)
  rw [Complex.re_sum] at h
  simpa only [Module.End.one_apply, hn] using h
```

Hermiticity, written `H.IsSymmetric`, enters in the next theorem. Its inequality uses the order on $\mathbb C$, where $z<w$ requires equal imaginary parts; `hreal` shows that the expectation values are real. The equation `hd` is $\sum_kd_k=0$. If no component were strictly lower, all $d_k$ would be nonnegative and therefore zero, contradicting `hne`.

```lean
/-- Let a Hermitian `H` commute with the translation and let `ψ` be a unit state. If one
momentum component has a mean energy different from that of `ψ`, then some component has a
strictly lower one. -/
theorem exists_strictly_lower {N : ℕ} {T H : E →ₗ[ℂ] E} (hT : IsLatticeTranslation N T)
    (hH : H.IsSymmetric) (hHT : Commute H T) {ψ : E} (hψ : ‖ψ‖ = 1) {l : ℕ} (hl : l < N)
    (hne : inner ℂ (momentumProj N T l ψ) (H (momentumProj N T l ψ)) ≠
      inner ℂ ψ (H ψ) * ((‖momentumProj N T l ψ‖ ^ 2 : ℝ) : ℂ)) :
    ∃ k < N, inner ℂ (momentumProj N T k ψ) (H (momentumProj N T k ψ)) <
      inner ℂ ψ (H ψ) * ((‖momentumProj N T k ψ‖ ^ 2 : ℝ) : ℂ) := by
  have hreal : ∀ x, inner ℂ x (H x) = (((inner ℂ x (H x)).re : ℝ) : ℂ) := by
    intro x
    have h : starRingEnd ℂ (inner ℂ x (H x)) = inner ℂ x (H x) := by
      rw [inner_conj_symm]
      exact hH x x
    exact (Complex.conj_eq_iff_re.1 h).symm
  -- the weighted energy differences sum to zero
  have hd : ∑ k ∈ range N,
      ((inner ℂ (momentumProj N T k ψ) (H (momentumProj N T k ψ))).re -
        (inner ℂ ψ (H ψ)).re * ‖momentumProj N T k ψ‖ ^ 2) = 0 := by
    rw [sum_sub_distrib, ← mul_sum, sum_norm_sq hT, hψ, ← Complex.re_sum,
      sum_expectation hT hHT]
    ring
  by_contra hcon
  have hnn : ∀ k ∈ range N,
      0 ≤ (inner ℂ (momentumProj N T k ψ) (H (momentumProj N T k ψ))).re -
        (inner ℂ ψ (H ψ)).re * ‖momentumProj N T k ψ‖ ^ 2 := by
    intro k hk
    by_contra hlt
    refine hcon ⟨k, mem_range.1 hk, ?_⟩
    rw [hreal (momentumProj N T k ψ), hreal ψ, ← Complex.ofReal_mul, Complex.real_lt_real]
    linarith
  have h0 := (sum_eq_zero_iff_of_nonneg hnn).1 hd l (mem_range.2 hl)
  apply hne
  rw [hreal (momentumProj N T l ψ), hreal ψ, ← Complex.ofReal_mul, Complex.ofReal_inj]
  linarith
```

The main theorem splits into the same two cases as the derivation. It never uses localisation: $\psi$ may be any unit vector. It does not say which $k$ works. $H$ is a linear map defined on all of `E`, so a mean-field Hamiltonian that depends on $\psi$ does not fit this description unless it is held fixed and still commutes with $T$.

```lean
/-- Let a Hermitian `H` commute with the translation and let `ψ` be a unit state. Some
momentum component of `ψ` is a nonzero Bloch state whose mean energy is at most that of `ψ`. -/
theorem exists_momentum_without_energy_cost {N : ℕ} {T H : E →ₗ[ℂ] E}
    (hT : IsLatticeTranslation N T) (hH : H.IsSymmetric) (hHT : Commute H T)
    {ψ : E} (hψ : ‖ψ‖ = 1) :
    ∃ k < N, momentumProj N T k ψ ≠ 0 ∧
      T (momentumProj N T k ψ) = blochPhase N k • momentumProj N T k ψ ∧
      inner ℂ (momentumProj N T k ψ) (H (momentumProj N T k ψ)) ≤
        inner ℂ ψ (H ψ) * ((‖momentumProj N T k ψ‖ ^ 2 : ℝ) : ℂ) := by
  have hB : ∀ m, T (momentumProj N T m ψ) = blochPhase N m • momentumProj N T m ψ :=
    fun m => LinearMap.congr_fun (translation_mul_momentumProj hT m) ψ
  by_cases h : ∃ l < N, inner ℂ (momentumProj N T l ψ) (H (momentumProj N T l ψ)) ≠
      inner ℂ ψ (H ψ) * ((‖momentumProj N T l ψ‖ ^ 2 : ℝ) : ℂ)
  · obtain ⟨l, hl, hne⟩ := h
    obtain ⟨k, hk, hlt⟩ := exists_strictly_lower hT hH hHT hψ hl hne
    refine ⟨k, hk, fun h0 => ?_, hB k, hlt.le⟩
    rw [h0] at hlt
    simp at hlt
  · -- every nonzero component has the mean energy of `ψ`, so any of them will do
    have hex : ∃ k < N, momentumProj N T k ψ ≠ 0 := by
      by_contra hcon
      have hs := sum_norm_sq hT ψ
      rw [sum_eq_zero fun k hk => ?_, hψ] at hs
      · norm_num at hs
      · have h0 : momentumProj N T k ψ = 0 := by
          by_contra hk0
          exact hcon ⟨k, mem_range.1 hk, hk0⟩
        rw [h0]
        simp
    obtain ⟨k, hk, hk0⟩ := hex
    refine ⟨k, hk, hk0, hB k, le_of_eq ?_⟩
    by_contra hne
    exact h ⟨k, hk, hne⟩
```

## Two sites: the choice of momentum matters

On a ring of two sites, translation exchanges the amplitudes, and hopping with amplitude $-t$ gives $H=-tT$.

```lean
/-- Translation on a ring of two sites: the two amplitudes are exchanged. -/
def siteSwap : EuclideanSpace ℂ (Fin 2) →ₗ[ℂ] EuclideanSpace ℂ (Fin 2) where
  toFun x := !₂[x 1, x 0]
  map_add' x y := by ext i; fin_cases i <;> simp
  map_smul' c x := by ext i; fin_cases i <;> simp

/-- The two-site hopping Hamiltonian with real amplitude `-t`. -/
def dimerH (t : ℝ) : EuclideanSpace ℂ (Fin 2) →ₗ[ℂ] EuclideanSpace ℂ (Fin 2) :=
  (-(t : ℂ)) • siteSwap
```

This model satisfies all the hypotheses on $T$ and $H$ for every real $t$.

```lean
/-- The two-site exchange is a lattice translation, and the hopping Hamiltonian is Hermitian
and commutes with it. -/
theorem dimer_witness (t : ℝ) : IsLatticeTranslation 2 siteSwap ∧
    (dimerH t).IsSymmetric ∧ Commute (dimerH t) siteSwap := by
  refine ⟨⟨by norm_num, fun x y => ?_, LinearMap.ext fun x => ?_⟩, fun x y => ?_,
    (Commute.refl siteSwap).smul_left _⟩
  · simp [siteSwap, PiLp.inner_apply, Fin.sum_univ_two, add_comm]
  · ext i
    fin_cases i <;> simp [pow_two, siteSwap]
  · simp [dimerH, siteSwap, PiLp.inner_apply, Fin.sum_univ_two]
    ring
```

A particle on the first site, $\psi=(1,0)$, has energy $0$. Its components are $\phi_0=(\tfrac12,\tfrac12)$ and $\phi_1=(\tfrac12,-\tfrac12)$, each of squared norm $\tfrac12$. Their unnormalised expectation values $-t/2$ and $t/2$, given below, correspond to normalised energies $-t$ and $t$. For $t>0$, projection onto $k=0$ lowers the energy and projection onto $k=1$ raises it; for $t<0$ the roles are exchanged.

In the proof, `p0` and `p1` compute the components, and `hin` gives the unnormalised expectation value of $H$ for arbitrary amplitudes.

```lean
/-- A particle localised on one site of the dimer has mean energy zero, while its unnormalised
components with `k = 0` and `k = 1` have expectation values `-t/2` and `t/2`. -/
theorem dimer_energies (t : ℝ) :
    inner ℂ !₂[(1 : ℂ), 0] (dimerH t !₂[(1 : ℂ), 0]) = 0 ∧
    inner ℂ (momentumProj 2 siteSwap 0 !₂[(1 : ℂ), 0])
      (dimerH t (momentumProj 2 siteSwap 0 !₂[(1 : ℂ), 0])) = -(t : ℂ) / 2 ∧
    inner ℂ (momentumProj 2 siteSwap 1 !₂[(1 : ℂ), 0])
      (dimerH t (momentumProj 2 siteSwap 1 !₂[(1 : ℂ), 0])) = (t : ℂ) / 2 := by
  have w0 : blochPhase 2 0 = 1 := by simp [blochPhase]
  have w1 : blochPhase 2 1 = -1 := by
    rw [blochPhase, ← Complex.exp_pi_mul_I]
    congr 1
    push_cast
    ring
  -- the even and odd combinations of the two sites
  have p0 : momentumProj 2 siteSwap 0 !₂[(1 : ℂ), 0] = !₂[(1 / 2 : ℂ), 1 / 2] := by
    rw [momentumProj_eq, w0]
    ext i
    fin_cases i <;> simp [sum_range_succ, siteSwap]
  have p1 : momentumProj 2 siteSwap 1 !₂[(1 : ℂ), 0] = !₂[(1 / 2 : ℂ), -(1 / 2)] := by
    rw [momentumProj_eq, w1]
    ext i
    fin_cases i <;> simp [sum_range_succ, siteSwap, inv_neg]
  rw [p0, p1]
  -- the unnormalised expectation value of `dimerH t` for amplitudes `a` and `b`
  have hin : ∀ a b : ℂ, inner ℂ !₂[a, b] (dimerH t !₂[a, b]) =
      (-(t : ℂ)) * (b * starRingEnd ℂ a + a * starRingEnd ℂ b) := by
    intro a b
    have hs : dimerH t !₂[a, b] = (-(t : ℂ)) • !₂[b, a] := rfl
    rw [hs, inner_smul_right, PiLp.inner_apply, Fin.sum_univ_two]
    congr 1
  have hc : starRingEnd ℂ (1 / 2 : ℂ) = 1 / 2 := by
    have e : (1 / 2 : ℂ) = ((1 / 2 : ℝ) : ℂ) := by norm_num
    rw [e, Complex.conj_ofReal]
  refine ⟨?_, ?_, ?_⟩
  · simp [dimerH, siteSwap, PiLp.inner_apply, Fin.sum_univ_two]
  · rw [hin, hc]
    ring
  · rw [hin, map_neg, hc]
    ring

end

end PolaronMomentumProjection
```

```lean
#print axioms PolaronMomentumProjection.exists_momentum_without_energy_cost
-- 'PolaronMomentumProjection.exists_momentum_without_energy_cost' depends on axioms: [propext, Classical.choice, Quot.sound]
#print axioms PolaronMomentumProjection.dimer_energies
-- 'PolaronMomentumProjection.dimer_energies' depends on axioms: [propext, Classical.choice, Quot.sound]
```
